# Symmetry trapping: an iteration whose $H$ and $K$ commute with a finite symmetry group stays in the sector of a one-dimensional character in which it starts

An iterative eigensolver can be described by its update rule or only by the space from which it draws each new vector. Here it is described by the space alone. With a fixed matrix $H$ and a fixed preconditioner $K$, an iteration is any sequence $x_0, x_1, \dots$ in which each vector after a starting block is a linear combination of earlier $x_j$, $Hx_j$, $KHx_j$ and $Kx_j$. The coefficients are free, so step lengths, normalisation, orthogonalisation and Rayleigh–Ritz rotations among these vectors are all admitted, and so is the preconditioned residual $K(H-\theta)x_j = KHx_j - \theta Kx_j$ for any shift $\theta$. Arithmetic is exact, and $H$ and $K$ do not change during the iteration.

The symmetry is a finite group $G$ with $|G|$ elements. Vectors have complex components labelled by a finite index type `n`.

```lean
import Mathlib

open Matrix ComplexConjugate

namespace SymmetryTrapping

noncomputable section

variable {G n : Type*} [Group G] [Fintype G] [Fintype n] [DecidableEq n]
```

## The group average and the sector

A representation assigns a matrix $U(g)$ to each $g \in G$ with $U(gh) = U(g)U(h)$ and $U(1) = 1$; this is the type `G →* Matrix n n ℂ`. A one-dimensional character is a map $\chi : G \to \mathbb{C}$ with the same two properties, `G →* ℂ`. The weighted average is
$$P = \frac{1}{|G|} \sum_{g} \overline{\chi(g)}\, U(g).$$

```lean
/-- The character-weighted group average `P = |G|⁻¹ ∑_g conj(χ(g)) U(g)`. -/
def projector (U : G →* Matrix n n ℂ) (χ : G →* ℂ) : Matrix n n ℂ :=
  (Fintype.card G : ℂ)⁻¹ • ∑ g, conj (χ g) • U g
```

The sector of $\chi$ is the set of vectors that each symmetry operation multiplies by its character,
$$V_\chi = \{\, v : U(g)v = \chi(g)v \ \text{ for all } g \,\}.$$
It is a subspace because the condition is linear in $v$.

```lean
/-- The symmetry sector of `χ`: vectors with `U(g) v = χ(g) v` for all `g`. -/
def sector (U : G →* Matrix n n ℂ) (χ : G →* ℂ) : Submodule ℂ (n → ℂ) where
  carrier := {v | ∀ g, U g *ᵥ v = χ g • v}
  add_mem' := by
    intro a b ha hb g
    rw [Matrix.mulVec_add, ha g, hb g, smul_add]
  zero_mem' := by
    intro g
    simp
  smul_mem' := by
    intro c v hv g
    rw [Matrix.mulVec_smul, hv g, smul_comm]
```

The search space at step $k$ is
$$S_k = \operatorname{span}\{\, x_j,\ Hx_j,\ KHx_j,\ Kx_j : j < k \,\}.$$

```lean
/-- The search space at step `k`: the span of `x_j`, `H x_j`, `K H x_j`, `K x_j` for `j < k`. -/
def searchSpace (H K : Matrix n n ℂ) (x : ℕ → n → ℂ) (k : ℕ) : Submodule ℂ (n → ℂ) :=
  Submodule.span ℂ
    {y | ∃ j < k, y = x j ∨ y = H *ᵥ x j ∨ y = K *ᵥ (H *ᵥ x j) ∨ y = K *ᵥ x j}
```

Indices start at $0$, and $S_0 = \{0\}$.

## A character has modulus one

In a finite group $g^{|G|} = 1$, so $\chi(g)^{|G|} = 1$. Taking moduli gives $|\chi(g)|^{|G|} = 1$, hence $|\chi(g)| = 1$ and $\chi(g)\overline{\chi(g)} = 1$. Since also $\chi(g^{-1})\chi(g) = \chi(1) = 1$,
$$\overline{\chi(g)} = \chi(g^{-1})\,\chi(g)\,\overline{\chi(g)} = \chi(g^{-1}).$$

```lean
/-- A one-dimensional character of a finite group satisfies `conj χ(g) = χ(g⁻¹)`. -/
theorem conj_char (χ : G →* ℂ) (g : G) : conj (χ g) = χ g⁻¹ := by
  -- χ(g) is a root of unity, hence of modulus one
  have h1 : χ g ^ Fintype.card G = 1 := by rw [← map_pow, pow_card_eq_one, map_one]
  have hn : ‖χ g‖ = 1 := by
    have h := congrArg norm h1
    rw [norm_pow, norm_one] at h
    exact (pow_eq_one_iff_of_nonneg (norm_nonneg _) Fintype.card_ne_zero).1 h
  have h2 : χ g * conj (χ g) = 1 := by
    rw [Complex.mul_conj, Complex.normSq_eq_norm_sq, hn]
    simp
  have h3 : χ g⁻¹ * χ g = 1 := by rw [← map_mul, inv_mul_cancel, map_one]
  linear_combination χ g⁻¹ * h2 - conj (χ g) * h3
```

The modulus is thus derived from finiteness and is not a hypothesis. The facts `h2` and `h3` are the two products equal to one, and `linear_combination` eliminates $\chi(g)$ between them.

## The group acts on $P$ by the character

From the previous step, $\overline{\chi(hg)} = \chi(g^{-1})\chi(h^{-1})$, so $\overline{\chi(g)} = \chi(h)\,\overline{\chi(hg)}$. Then
$$U(h)\sum_g \overline{\chi(g)}\,U(g) = \chi(h) \sum_g \overline{\chi(hg)}\,U(hg) = \chi(h)\sum_{g'} \overline{\chi(g')}\,U(g'),$$
because $g' = hg$ runs once over the group. Dividing by $|G|$ gives $U(h)P = \chi(h)P$.

```lean
/-- Each group element acts on `P` by its character: `U(h) P = χ(h) P`. -/
theorem rep_mul_projector (U : G →* Matrix n n ℂ) (χ : G →* ℂ) (h : G) :
    U h * projector U χ = χ h • projector U χ := by
  have key : U h * ∑ g, conj (χ g) • U g = χ h • ∑ g, conj (χ g) • U g := by
    rw [Finset.mul_sum, Finset.smul_sum]
    -- reindex the group sum by g ↦ h g
    refine Fintype.sum_equiv (Equiv.mulLeft h) _ _ fun g => ?_
    have h3 : χ h * χ h⁻¹ = 1 := by rw [← map_mul, mul_inv_cancel, map_one]
    have e : χ h * conj (χ (h * g)) = conj (χ g) := by
      rw [conj_char χ g, conj_char χ (h * g), _root_.mul_inv_rev, map_mul]
      linear_combination χ g⁻¹ * h3
    show U h * (conj (χ g) • U g) = χ h • conj (χ (h * g)) • U (h * g)
    rw [smul_smul, e, Matrix.mul_smul, map_mul U]
  unfold projector
  rw [Matrix.mul_smul, key, smul_comm]
```

The change of summation variable is `Fintype.sum_equiv` applied to the bijection `Equiv.mulLeft h`, which reduces the claim to one term, and `e` is the identity between characters.

## The range of $P$ is the sector

If $v = Pw$, then $U(g)v = U(g)Pw = \chi(g)Pw = \chi(g)v$, so $v \in V_\chi$. Conversely, for $v \in V_\chi$ each term of the average gives $\overline{\chi(g)}\,U(g)v = \chi(g^{-1})\chi(g)v = v$. The sum of $|G|$ copies of $v$ divided by $|G|$ is $v$, so $v = Pv$ lies in the range.

```lean
/-- The range of `P` is the symmetry sector of `χ`. -/
theorem range_projector (U : G →* Matrix n n ℂ) (χ : G →* ℂ) :
    LinearMap.range (projector U χ).mulVecLin = sector U χ := by
  ext v
  constructor
  · rintro ⟨w, rfl⟩ g
    show U g *ᵥ (projector U χ *ᵥ w) = χ g • (projector U χ *ᵥ w)
    rw [Matrix.mulVec_mulVec, rep_mul_projector, Matrix.smul_mulVec]
  · intro hv
    refine ⟨v, ?_⟩
    -- every term of the average fixes v
    have h1 : ∀ g, (conj (χ g) • U g) *ᵥ v = v := fun g => by
      rw [Matrix.smul_mulVec, hv g, smul_smul, conj_char, ← map_mul, inv_mul_cancel, map_one,
        one_smul]
    have hc : (Fintype.card G : ℂ) ≠ 0 := Nat.cast_ne_zero.2 Fintype.card_ne_zero
    show projector U χ *ᵥ v = v
    rw [projector, Matrix.smul_mulVec, Matrix.sum_mulVec]
    simp only [h1]
    rw [Finset.sum_const, Finset.card_univ, ← Nat.cast_smul_eq_nsmul ℂ, smul_smul,
      inv_mul_cancel₀ hc, one_smul]
```

The range is written `LinearMap.range (projector U χ).mulVecLin`, the image of the map $w \mapsto Pw$. The two branches after `constructor` are the two inclusions. Unitarity is not assumed.

## $P$ is an orthogonal projector

Each term of the average fixes $P$ itself: $\overline{\chi(g)}\,U(g)P = \chi(g^{-1})\chi(g)P = P$, so averaging gives $P^2 = P$. Now let every $U(g)$ be unitary, which in an orthonormal basis expresses that symmetry operations preserve overlaps between states. From $U(g)^\dagger U(g) = 1$ follows $U(g)^\dagger = U(g)^\dagger U(g) U(g^{-1}) = U(g^{-1})$. Also $\chi(g) = \overline{\chi(g^{-1})}$, and therefore
$$P^\dagger = \frac{1}{|G|}\sum_g \chi(g)\,U(g^{-1}) = \frac{1}{|G|}\sum_g \overline{\chi(g^{-1})}\,U(g^{-1}) = P,$$
since $g^{-1}$ runs once over the group.

```lean
/-- For a unitary representation `P` is an orthogonal projector: `P² = P` and `P† = P`. -/
theorem projector_orthogonal (U : G →* Matrix n n ℂ) (χ : G →* ℂ)
    (hU : ∀ g, U g ∈ Matrix.unitaryGroup n ℂ) :
    projector U χ * projector U χ = projector U χ ∧ (projector U χ).IsHermitian := by
  constructor
  · have h1 : ∀ g, (conj (χ g) • U g) * projector U χ = projector U χ := fun g => by
      rw [Matrix.smul_mul, rep_mul_projector, smul_smul, conj_char, ← map_mul, inv_mul_cancel,
        map_one, one_smul]
    have hc : (Fintype.card G : ℂ) ≠ 0 := Nat.cast_ne_zero.2 Fintype.card_ne_zero
    calc projector U χ * projector U χ
        = ((Fintype.card G : ℂ)⁻¹ • ∑ g, conj (χ g) • U g) * projector U χ := rfl
      _ = projector U χ := by
        rw [Matrix.smul_mul, Finset.sum_mul]
        simp only [h1]
        rw [Finset.sum_const, Finset.card_univ, ← Nat.cast_smul_eq_nsmul ℂ, smul_smul,
          inv_mul_cancel₀ hc, one_smul]
  · have hadj : ∀ g, (U g)ᴴ = U g⁻¹ := fun g => by
      have h : (U g)ᴴ * U g = 1 := Matrix.mem_unitaryGroup_iff'.1 (hU g)
      calc (U g)ᴴ = (U g)ᴴ * (U g * U g⁻¹) := by
            rw [← map_mul, mul_inv_cancel, map_one, mul_one]
        _ = U g⁻¹ := by rw [← mul_assoc, h, one_mul]
    -- reindex the group sum by g ↦ g⁻¹
    have key : ∑ g, (conj (χ g) • U g)ᴴ = ∑ g, conj (χ g) • U g := by
      refine Fintype.sum_equiv (Equiv.inv G) _ _ fun g => ?_
      show (conj (χ g) • U g)ᴴ = conj (χ g⁻¹) • U g⁻¹
      rw [conjTranspose_smul, hadj, ← conj_char χ g]
      rfl
    unfold Matrix.IsHermitian projector
    rw [conjTranspose_smul, conjTranspose_sum, key]
    simp
```

The hypothesis `hU` enters only in the second half, through `hadj`; the reindexing there uses `Equiv.inv G`.

## The iteration cannot leave the sector

Let a matrix $A$ commute with every $U(g)$ and let $v \in V_\chi$. Then
$$U(g)Av = A\,U(g)v = \chi(g)\,Av,$$
so $Av \in V_\chi$. Assume that $H$ and $K$ both commute with every $U(g)$, meaning that the Hamiltonian and the preconditioner share the symmetry. Assume that $x_0, \dots, x_{m-1}$ lie in $V_\chi$ and that $x_k \in S_k$ for $k \ge m$. Suppose all $x_j$ with $j < k$ are in $V_\chi$. If $k < m$, then $x_k \in V_\chi$ by assumption. Otherwise the vectors $x_j$, $Hx_j$, $K(Hx_j)$, $Kx_j$ all lie in $V_\chi$, so their span $S_k$ does, and $x_k$ with it.

```lean
/-- If `H` and `K` commute with all `U(g)`, the first `m` vectors lie in the range of `P`, and
each later vector lies in its search space, then every vector lies in the range of `P`. -/
theorem iterates_trapped (U : G →* Matrix n n ℂ) (χ : G →* ℂ) (H K : Matrix n n ℂ)
    (hH : ∀ g, U g * H = H * U g) (hK : ∀ g, U g * K = K * U g) (x : ℕ → n → ℂ) (m : ℕ)
    (h0 : ∀ k < m, x k ∈ LinearMap.range (projector U χ).mulVecLin)
    (hx : ∀ k ≥ m, x k ∈ searchSpace H K x k) (k : ℕ) :
    x k ∈ LinearMap.range (projector U χ).mulVecLin := by
  rw [range_projector] at h0 ⊢
  -- an operator commuting with the group maps the sector into itself
  have hinv : ∀ A : Matrix n n ℂ, (∀ g, U g * A = A * U g) →
      ∀ v ∈ sector U χ, A *ᵥ v ∈ sector U χ := fun A hA v hv g => by
    rw [Matrix.mulVec_mulVec, hA g, ← Matrix.mulVec_mulVec, hv g, Matrix.mulVec_smul]
  induction k using Nat.strong_induction_on with
  | _ k ih =>
    by_cases hk : k < m
    · exact h0 k hk
    · have hle : searchSpace H K x k ≤ sector U χ := by
        refine Submodule.span_le.2 ?_
        rintro y ⟨j, hj, rfl | rfl | rfl | rfl⟩
        · exact ih j hj
        · exact hinv H hH _ (ih j hj)
        · exact hinv K hK _ (hinv H hH _ (ih j hj))
        · exact hinv K hK _ (ih j hj)
      exact hle (hx k (not_lt.1 hk))
```

In words, `iterates_trapped` states that under `hH`, `hK`, the block start `h0` and the update condition `hx`, every $x_k$ is in the range of $P$. It assumes neither that $U$ is unitary nor that $H$ or $K$ is Hermitian, and $H$ need not commute with $K$. All $m$ start vectors belong to the same character. For $m = 0$ the condition forces $x_0 = 0$, and then every vector vanishes. The invariance step is `hinv`, and the code uses strong induction, which makes all earlier vectors, on which $S_k$ draws, available at once.

### From generators to their span: `Submodule.span_le`

Mathlib defines the span of a set as the smallest submodule that contains it. The lemma `Submodule.span_le` states the resulting equivalence: the span of a set $s$ lies below a submodule $p$ exactly when $s \subseteq p$. Its reverse direction, `Submodule.span_le.2`, turns the goal `searchSpace H K x k ≤ sector U χ` into a claim about generators, with no coefficients in sight. This is where it pays that `sector` was built as a `Submodule`: closure under sums and multiples was proved once, in its definition. The pattern `rfl | rfl | rfl | rfl` then splits a generator into its four forms and substitutes each, leaving four goals that need zero, one, two and one applications of `hinv`.

## Other sectors are never reached

Keep the assumptions of `iterates_trapped`, so that $v = x_k \in V_\chi$. Let every $U(g)$ be unitary, let $\psi \ne \chi$ be a second one-dimensional character, and let $w \in V_\psi$. Write $\langle w, v\rangle = \sum_i \overline{w_i}\, v_i$. Choose $g$ with $\chi(g) \neq \psi(g)$. Unitarity gives
$$\langle w, v\rangle = \langle U(g)w, U(g)v\rangle = \overline{\psi(g)}\,\chi(g)\,\langle w, v\rangle .$$
Multiplying by $\psi(g)$ and using $\psi(g)\overline{\psi(g)} = 1$ yields $(\chi(g) - \psi(g))\langle w, v\rangle = 0$, so $\langle w, x_k\rangle = 0$.

```lean
/-- For unitary `U`, every vector of such a sequence started in the range of `P` for `χ` is
orthogonal to every vector `w` in the sector of a different character `ψ`. -/
theorem other_sector_missed (U : G →* Matrix n n ℂ) (χ ψ : G →* ℂ) (hne : χ ≠ ψ)
    (hU : ∀ g, U g ∈ Matrix.unitaryGroup n ℂ) (H K : Matrix n n ℂ)
    (hH : ∀ g, U g * H = H * U g) (hK : ∀ g, U g * K = K * U g) (x : ℕ → n → ℂ) (m : ℕ)
    (h0 : ∀ k < m, x k ∈ LinearMap.range (projector U χ).mulVecLin)
    (hx : ∀ k ≥ m, x k ∈ searchSpace H K x k) (w : n → ℂ) (hw : w ∈ sector U ψ) (k : ℕ) :
    star w ⬝ᵥ x k = 0 := by
  have hv := iterates_trapped U χ H K hH hK x m h0 hx k
  rw [range_projector] at hv
  obtain ⟨g, hg⟩ := DFunLike.ne_iff.1 hne
  have hu : (U g)ᴴ * U g = 1 := Matrix.mem_unitaryGroup_iff'.1 (hU g)
  -- ⟨U w, U v⟩ = ⟨w, v⟩ gives conj ψ(g) χ(g) ⟨w, v⟩ = ⟨w, v⟩
  have h1 : star (U g *ᵥ w) ⬝ᵥ (U g *ᵥ x k) = star w ⬝ᵥ x k := by
    rw [Matrix.star_mulVec, Matrix.dotProduct_mulVec, Matrix.vecMul_vecMul, hu,
      Matrix.vecMul_one]
  rw [hv g, hw g, star_smul, smul_dotProduct, dotProduct_smul, smul_eq_mul, smul_eq_mul] at h1
  have h2 : ψ g * star (ψ g) = 1 := by
    have e : star (ψ g) = ψ g⁻¹ := conj_char ψ g
    rw [e, ← map_mul, mul_inv_cancel, map_one]
  have h3 : (χ g - ψ g) * (star w ⬝ᵥ x k) = 0 := by
    linear_combination ψ g * h1 - χ g * (star w ⬝ᵥ x k) * h2
  exact (mul_eq_zero.1 h3).resolve_left (sub_ne_zero.2 hg)
```

The expression `star w ⬝ᵥ x k` is $\langle w, x_k\rangle$, antilinear in the first slot. The vector $w$ is any member of $V_\psi$, in particular any eigenvector of $H$ that lies there. The steps `h1` and `h3` are the displayed identity and the product that vanishes.

## Two sites exchanged by a symmetry

Take two sites, labelled $0$ and $1$, and the Hamiltonian $H = \sigma_x = \begin{pmatrix} 0 & 1 \\ 1 & 0\end{pmatrix}$, a hopping matrix element of $+1$ in a chosen unit of energy.

```lean
/-- The two-site hopping matrix `[[0, 1], [1, 0]]`. -/
def sigmaX : Matrix (Fin 2) (Fin 2) ℂ := !![0, 1; 1, 0]
```

The group is $\{1, -1\}$ under multiplication, which is `ℤˣ`, with $U(1) = 1$ and $U(-1) = \sigma_x$ the exchange of the sites. This is a representation because $\sigma_x^2 = 1$.

```lean
/-- The group `{1, -1}` acting on two sites, with `-1` exchanging them. -/
def swapRep : ℤˣ →* Matrix (Fin 2) (Fin 2) ℂ where
  toFun g := if g = 1 then 1 else sigmaX
  map_one' := by simp
  map_mul' a b := by
    have h : sigmaX * sigmaX = 1 := by
      ext i j; fin_cases i <;> fin_cases j <;> simp [sigmaX, Matrix.mul_apply, Fin.sum_univ_succ]
    rcases Int.units_eq_one_or a with rfl | rfl <;>
      rcases Int.units_eq_one_or b with rfl | rfl <;> simp [h]
```

Besides the trivial character $\chi_+(g) = 1$, written `1` in Lean, there is the sign character $\chi_-(g) = g$.

```lean
/-- The sign character of `{1, -1}`. -/
def signChar : ℤˣ →* ℂ where
  toFun g := ((g : ℤ) : ℂ)
  map_one' := by simp
  map_mul' a b := by simp
```

Both matrices are unitary and commute with $\sigma_x$. The averages have two terms each:
$$P_\pm = \tfrac12\left(U(1) \pm U(-1)\right) = \tfrac12(1 \pm \sigma_x).$$

```lean
/-- The exchange representation is unitary and commutes with the hopping matrix, and the
averages for the trivial and the sign character are `(1 + σx)/2` and `(1 - σx)/2`. -/
theorem swap_witness :
    (∀ g, swapRep g ∈ Matrix.unitaryGroup (Fin 2) ℂ) ∧
    (∀ g, swapRep g * sigmaX = sigmaX * swapRep g) ∧
    projector swapRep 1 = (2 : ℂ)⁻¹ • (1 + sigmaX) ∧
    projector swapRep signChar = (2 : ℂ)⁻¹ • (1 - sigmaX) := by
  have hu : (Finset.univ : Finset ℤˣ) = {1, -1} := by
    ext g
    rcases Int.units_eq_one_or g with rfl | rfl <;> simp
  have hne : (1 : ℤˣ) ≠ -1 := by decide
  have hc : Fintype.card ℤˣ = 2 := by rw [← Finset.card_univ, hu, Finset.card_pair hne]
  refine ⟨fun g => ?_, fun g => ?_, ?_, ?_⟩
  · rw [Matrix.mem_unitaryGroup_iff]
    rcases Int.units_eq_one_or g with rfl | rfl
    · simp
    · ext i j
      fin_cases i <;> fin_cases j <;>
        simp [swapRep, sigmaX, Matrix.mul_apply, Fin.sum_univ_succ, Matrix.star_apply]
  · rcases Int.units_eq_one_or g with rfl | rfl <;> simp [swapRep]
  · rw [projector, hc, hu, Finset.sum_pair hne]
    simp [swapRep]
  · rw [projector, hc, hu, Finset.sum_pair hne]
    simp [swapRep, signChar, sub_eq_add_neg]
```

Set $K = 1$, $m = 1$ and $x_0 = (1,1)$, which is $\sqrt2$ times the unit vector $(1,1)/\sqrt2$. The exchange fixes $x_0$, so $x_0 \in V_{\chi_+}$ and every $x_k$ stays there. The sector condition at $g = -1$ reads $\sigma_x x_k = x_k$, whose component $0$ says $(x_k)_1 = (x_k)_0$. The vector $(1,-1)$, normalised $(1,-1)/\sqrt2$, satisfies $\sigma_x(1,-1) = -(1,-1)$, and $\langle (1,-1), x_k\rangle = (x_k)_0 - (x_k)_1 = 0$. If $\sigma_x x_k = -x_k$ held as well, then $x_k = -x_k$ and $x_k = 0$.

```lean
/-- For `H = σx`, `K = 1` and start `(1, 1)`: `(1, -1)` has eigenvalue `-1`, while every iterate
satisfies `H x = x`, is orthogonal to `(1, -1)`, and satisfies `H x = -x` only if it is zero. -/
theorem minus_one_missed (x : ℕ → Fin 2 → ℂ) (h0 : x 0 = ![1, 1])
    (hx : ∀ k ≥ 1, x k ∈ searchSpace sigmaX 1 x k) :
    sigmaX *ᵥ ![1, -1] = (-1 : ℂ) • ![1, -1] ∧
    ∀ k, sigmaX *ᵥ x k = x k ∧ star ![(1 : ℂ), -1] ⬝ᵥ x k = 0 ∧
      (sigmaX *ᵥ x k = (-1 : ℂ) • x k → x k = 0) := by
  refine ⟨?_, fun k => ?_⟩
  · ext i
    fin_cases i <;> simp [sigmaX, Matrix.mulVec, dotProduct, Fin.sum_univ_succ]
  -- the start vector lies in the sector of the trivial character
  have hstart : ∀ j < 1, x j ∈ LinearMap.range (projector swapRep 1).mulVecLin := by
    intro j hj
    obtain rfl : j = 0 := by omega
    rw [range_projector, h0]
    intro g
    rcases Int.units_eq_one_or g with rfl | rfl
    · simp
    · ext i
      fin_cases i <;> simp [swapRep, sigmaX, Matrix.mulVec, dotProduct, Fin.sum_univ_succ]
  have hv := iterates_trapped swapRep 1 sigmaX 1 swap_witness.2.1 (fun g => by simp) x 1
    hstart hx k
  rw [range_projector] at hv
  have h1 : sigmaX *ᵥ x k = x k := by simpa [swapRep] using hv (-1)
  have h2 : x k 1 = x k 0 := by
    simpa [sigmaX, Matrix.mulVec, dotProduct, Fin.sum_univ_succ] using congrFun h1 0
  refine ⟨h1, ?_, fun h => ?_⟩
  · simp [dotProduct, Fin.sum_univ_two, h2]
  · rw [h1] at h
    ext i
    have hi : x k i = -1 * x k i := congrFun h i
    show x k i = 0
    linear_combination (2 : ℂ)⁻¹ * hi

end

end SymmetryTrapping
```

The theorem covers every admissible sequence from this start, the constant one $x_k = (1,1)$ included. It calls `iterates_trapped` and computes the overlap directly from `h2`. Each nonzero iterate is an exact eigenvector for $+1$ with zero residual, although the level $-1$ lies lower, so a residual test does not reveal the missed state.

## Plane-wave solvers and the limits of the model

In a plane-wave calculation with a fixed one-particle Hamiltonian in a finite basis, where a point group that leaves this Hamiltonian invariant permutes the plane waves below the cutoff and $K$ is a fixed diagonal function of the kinetic energy, iterates drawn from the spaces $S_k$ and started from vectors that all share one one-dimensional character have no overlap with states of another such character. That a given code satisfies the commutation and span conditions is an input that the theorems take as given. Not covered are generalised eigenproblems with an overlap matrix, irreducible representations of higher dimension, projective or antiunitary symmetries, blocks that mix sectors, a Hamiltonian updated self-consistently, a preconditioner that depends on the iterate, and rounding errors or added noise, which need not respect the symmetry. Nothing is stated about convergence inside the sector.

```lean
#print axioms SymmetryTrapping.projector_orthogonal
#print axioms SymmetryTrapping.other_sector_missed
#print axioms SymmetryTrapping.minus_one_missed
```

```
'SymmetryTrapping.projector_orthogonal' depends on axioms: [propext, Classical.choice, Quot.sound]
'SymmetryTrapping.other_sector_missed' depends on axioms: [propext, Classical.choice, Quot.sound]
'SymmetryTrapping.minus_one_missed' depends on axioms: [propext, Classical.choice, Quot.sound]
```
